# Pairwise anticommuting observables with square 1: a real combination R satisfies R² = (∑ c_j²)·1

Two anticommuting Pauli strings have no common eigenvector, so no single projective measurement gives sharp values to both. If the energy of a qubit Hamiltonian is estimated string by string, from projective measurements on its qubits alone, such a pair needs two measurement settings. Unitary partitioning treats a pairwise anticommuting group as one observable, which a rotation turns into a multiple of a single member. What follows concerns the matrices of one such group on a finite-dimensional space. It does not address how to divide a Hamiltonian into groups, what circuit implements the rotation, or how many shots are needed.

## The group and its weighted sum

The finite type `ι` labels the members of the group and the finite type `n` labels basis states; for N qubits, `n` has 2^N elements.

```lean
import Mathlib

open Matrix

namespace UnitaryPartitioning

noncomputable section

variable {ι n : Type*} [Fintype ι] [Fintype n] [DecidableEq n]
```

The observables P_j are complex matrices with

P_j† = P_j, P_j² = 1, P_j P_k = −P_k P_j for j ≠ k.

Pauli strings satisfy the first two conditions automatically; the third is what selects the group. The fields `herm`, `sq` and `anti` state them in this order.

```lean
/-- A family of Hermitian matrices that square to the identity and anticommute pairwise. -/
structure AnticommutingSet (P : ι → Matrix n n ℂ) : Prop where
  herm : ∀ j, (P j).IsHermitian
  sq : ∀ j, P j * P j = 1
  anti : ∀ j k, j ≠ k → P j * P k = -(P k * P j)
```

With real coefficients c_j, the part of the Hamiltonian belonging to the group is

R = ∑ c_j P_j.

Lean takes `c` real and converts each coefficient to a complex number.

```lean
/-- The grouped operator `R = ∑ c_j P_j` with real coefficients. -/
def groupedSum (c : ι → ℝ) (P : ι → Matrix n n ℂ) : Matrix n n ℂ :=
  ∑ j, (c j : ℂ) • P j
```

The scale of R will turn out to be

s = √(∑ c_j²).

```lean
/-- The Euclidean norm `s = √(∑ c_j²)` of the coefficients. -/
def coeffNorm (c : ι → ℝ) : ℝ := √(∑ j, c j ^ 2)
```

For a chosen member P_k, the candidate rotation is

U = (R + s P_k) / √(2s(s + c_k)).

The definition accepts any coefficients, but the theorem about it assumes s + c_k > 0.

```lean
/-- The normalised operator `(R + s P_k) / √(2 s (s + c_k))`, meant for `s + c_k > 0`. -/
def rotation (c : ι → ℝ) (P : ι → Matrix n n ℂ) (k : ι) : Matrix n n ℂ :=
  (((√(2 * coeffNorm c * (coeffNorm c + c k)))⁻¹ : ℝ) : ℂ) •
    (groupedSum c P + (coeffNorm c : ℂ) • P k)
```

A sum of real squares is nonnegative, so s² = ∑ c_j².

```lean
/-- The sum of the squared coefficients is the square of their Euclidean norm. -/
theorem sum_sq_eq (c : ι → ℝ) : ∑ j, c j ^ 2 = coeffNorm c * coeffNorm c :=
  (Real.mul_self_sqrt (Finset.sum_nonneg fun j _ => sq_nonneg (c j))).symm
```

## The cross terms cancel

In the anticommutator of R with one member, every term with j ≠ k vanishes:

R P_k + P_k R = ∑ c_j (P_j P_k + P_k P_j) = 2c_k·1.

`Finset.sum_eq_single` isolates the surviving term.

```lean
variable {P : ι → Matrix n n ℂ}

/-- For an anticommuting set, the anticommutator of the grouped operator with the member `P_k`
is `2 c_k` times the identity. -/
theorem anticommutator_member (h : AnticommutingSet P) (c : ι → ℝ) (k : ι) :
    groupedSum c P * P k + P k * groupedSum c P = (2 * (c k : ℂ)) • 1 := by
  unfold groupedSum
  -- only the term `j = k` survives
  rw [Finset.sum_mul, Finset.mul_sum, ← Finset.sum_add_distrib, Finset.sum_eq_single k]
  · rw [smul_mul_assoc, mul_smul_comm, h.sq k]
    module
  · intro j _ hj
    rw [smul_mul_assoc, mul_smul_comm, h.anti j k hj, smul_neg, neg_add_cancel]
  · intro hk
    exact absurd (Finset.mem_univ k) hk
```

Multiplying by c_k and summing over k rebuilds R on both sides:

2R² = ∑ c_k (R P_k + P_k R) = 2(∑ c_k²)·1.

Halving gives R² = (∑ c_k²)·1. In the proof, `e1` and `e2` expand one factor of R, on the right and on the left.

```lean
/-- For an anticommuting set, the grouped operator squares to `∑ c_j²` times the identity. -/
theorem groupedSum_sq (h : AnticommutingSet P) (c : ι → ℝ) :
    groupedSum c P * groupedSum c P = ((∑ j, c j ^ 2 : ℝ) : ℂ) • 1 := by
  have e1 : ∀ A : Matrix n n ℂ, A * groupedSum c P = ∑ k, (c k : ℂ) • (A * P k) := by
    intro A
    simp only [groupedSum, Finset.mul_sum, mul_smul_comm]
  have e2 : ∀ A : Matrix n n ℂ, groupedSum c P * A = ∑ k, (c k : ℂ) • (P k * A) := by
    intro A
    simp only [groupedSum, Finset.sum_mul, smul_mul_assoc]
  -- twice the square is a weighted sum of anticommutators
  have h2 : groupedSum c P * groupedSum c P + groupedSum c P * groupedSum c P
      = (2 * ∑ k, (c k : ℂ) ^ 2) • (1 : Matrix n n ℂ) := by
    calc _ = ∑ k, (c k : ℂ) • (groupedSum c P * P k)
          + ∑ k, (c k : ℂ) • (P k * groupedSum c P) := congrArg₂ (· + ·) (e1 _) (e2 _)
      _ = ∑ k, (2 * (c k : ℂ) ^ 2) • (1 : Matrix n n ℂ) := by
          rw [← Finset.sum_add_distrib]
          refine Finset.sum_congr rfl fun k _ => ?_
          rw [← smul_add, anticommutator_member h c k, smul_smul]
          congr 1
          ring
      _ = _ := by rw [← Finset.sum_smul, Finset.mul_sum]
  calc groupedSum c P * groupedSum c P
      = (1 / 2 : ℂ) • (groupedSum c P * groupedSum c P + groupedSum c P * groupedSum c P) := by
        module
    _ = _ := by
        rw [h2, smul_smul]
        congr 1
        push_cast
        ring
```

## Eigenvalues s and −s

An eigenvalue is a complex μ with R v = μv for some v ≠ 0. Applying R twice gives

μ²v = R²v = s²v.

Since v ≠ 0, μ² = s², hence μ = s or μ = −s.

```lean
/-- Every eigenvalue of the grouped operator of an anticommuting set is `√(∑ c_j²)` or
`-√(∑ c_j²)`. -/
theorem eigenvalue_eq (h : AnticommutingSet P) (c : ι → ℝ) {μ : ℂ} {v : n → ℂ}
    (hv0 : v ≠ 0) (hv : groupedSum c P *ᵥ v = μ • v) :
    μ = (coeffNorm c : ℂ) ∨ μ = -(coeffNorm c : ℂ) := by
  -- apply the operator twice to the eigenvector
  have h1 : (μ * μ) • v = ((coeffNorm c : ℂ) * coeffNorm c) • v := by
    calc _ = groupedSum c P *ᵥ (groupedSum c P *ᵥ v) := by
          rw [hv, Matrix.mulVec_smul, hv, smul_smul]
      _ = _ := by
          rw [Matrix.mulVec_mulVec, groupedSum_sq h, sum_sq_eq, Complex.ofReal_mul,
            Matrix.smul_mulVec, Matrix.one_mulVec]
  exact mul_self_eq_mul_self_iff.mp (smul_left_injective ℂ hv0 h1)
```

The smallest nonempty group shows that both signs need not occur. With one member, P = 1 is allowed; then R = c·1 has only the eigenvalue c. A second member rules this out. For k ≠ j,

P_k P_j P_k = −P_j P_k² = −P_j,

while cyclicity of the trace gives tr(P_k P_j P_k) = tr P_j. Therefore tr P_j = 0. The assumption `Nontrivial ι` supplies the second member.

```lean
omit [Fintype ι] in
/-- In an anticommuting set with at least two members, every member is traceless. -/
theorem trace_member [Nontrivial ι] (h : AnticommutingSet P) (j : ι) : (P j).trace = 0 := by
  obtain ⟨k, hk⟩ := exists_ne j
  have h1 : (P k * P j * P k).trace = (P j).trace := by
    rw [Matrix.trace_mul_comm, ← mul_assoc, h.sq, one_mul]
  have h2 : P k * P j * P k = -P j := by
    rw [h.anti k j hk, neg_mul, mul_assoc, h.sq, mul_one]
  rw [h2, Matrix.trace_neg] at h1
  linear_combination (-1 / 2 : ℂ) * h1
```

Now let μ be s or −s. Because μ² = s²,

R(R + μ) = s² + μR = μ(R + μ),

so every nonzero column of R + μ is an eigenvector with eigenvalue μ. If R + μ = 0, then R = −μ·1. Its trace is zero and the space is nonzero, so μ = 0 and R = 0, and any nonzero vector serves. Both values therefore occur, coinciding when s = 0.

```lean
/-- For an anticommuting set with at least two members on a nonzero space, the eigenvalues of
the grouped operator are exactly `√(∑ c_j²)` and `-√(∑ c_j²)`. -/
theorem eigenvalue_iff [Nontrivial ι] [Nonempty n] (h : AnticommutingSet P) (c : ι → ℝ)
    (μ : ℂ) : (∃ v : n → ℂ, v ≠ 0 ∧ groupedSum c P *ᵥ v = μ • v) ↔
      μ = (coeffNorm c : ℂ) ∨ μ = -(coeffNorm c : ℂ) := by
  refine ⟨fun ⟨v, hv0, hv⟩ => eigenvalue_eq h c hv0 hv, fun hμ => ?_⟩
  have hsq := mul_self_eq_mul_self_iff.mpr hμ
  by_cases h0 : groupedSum c P + μ • 1 = 0
  · -- a traceless multiple of the identity vanishes
    have ht : (groupedSum c P).trace = 0 := by
      simp [groupedSum, Matrix.trace_sum, Matrix.trace_smul, trace_member h]
    have hR : groupedSum c P = -(μ • 1) := eq_neg_of_add_eq_zero_left h0
    have hz : μ = 0 := by
      rw [hR] at ht
      simpa [Matrix.trace_neg, Matrix.trace_smul, Matrix.trace_one] using ht
    refine ⟨fun _ => 1, fun he => ?_, ?_⟩
    · simpa using congrFun he (Classical.arbitrary n)
    · rw [hR, hz]
      simp
  · -- any nonzero vector in the range of `R + μ` is an eigenvector
    obtain ⟨w, hw⟩ : ∃ w, (groupedSum c P + μ • 1) *ᵥ w ≠ 0 := by
      by_contra hc
      have hc' : ∀ w, (groupedSum c P + μ • 1) *ᵥ w = 0 :=
        fun w => by_contra fun hw => hc ⟨w, hw⟩
      apply h0
      ext i j
      have hij := congrFun (hc' (Pi.single j 1)) i
      rw [Matrix.mulVec_single_one] at hij
      exact hij
    have key : groupedSum c P * (groupedSum c P + μ • 1)
        = μ • (groupedSum c P + μ • 1) := by
      rw [mul_add, groupedSum_sq h, sum_sq_eq, Complex.ofReal_mul, mul_smul_comm, mul_one,
        smul_add, smul_smul, hsq]
      exact add_comm _ _
    exact ⟨_, hw, by rw [Matrix.mulVec_mulVec, key, Matrix.smul_mulVec]⟩
```

## Rotating the group onto one member

Assume s + c_k > 0. Then s > 0, since s = 0 would force c_k = 0. Put W = R + s P_k, which is Hermitian. The anticommutator gives

W² = s² + 2s c_k + s² = 2s(s + c_k)·1,

WR = s² + s P_k R = s P_k W.

Dividing W by √(2s(s + c_k)) gives U with U† = U, U² = 1 and UR = s P_k U. Consequently U is unitary and

U R U† = s P_k.

The steps `hU`, `hW`, `hUU` and `hUR` establish the identities for U† , W², U² and UR. For measurement, this means that ⟨R⟩ in a state ψ is s times ⟨P_k⟩ in Uψ. The excluded case s + c_k = 0 needs no rotation, because all other coefficients vanish and R = −s P_k already.

```lean
/-- For an anticommuting set with `√(∑ c_j²) + c_k > 0`, the rotation is unitary and carries the
grouped operator to `√(∑ c_j²)` times the single member `P_k`. -/
theorem rotation_maps_to_member (h : AnticommutingSet P) (c : ι → ℝ) (k : ι)
    (hk : 0 < coeffNorm c + c k) :
    rotation c P k ∈ Matrix.unitaryGroup n ℂ ∧
      rotation c P k * groupedSum c P * (rotation c P k)ᴴ = (coeffNorm c : ℂ) • P k := by
  have hs : 0 < coeffNorm c := by
    have hle : c k ^ 2 ≤ coeffNorm c * coeffNorm c := by
      rw [← sum_sq_eq]
      exact Finset.single_le_sum (f := fun j => c j ^ 2) (fun j _ => sq_nonneg _)
        (Finset.mem_univ k)
    by_contra hn
    have h0 : coeffNorm c = 0 := le_antisymm (not_lt.mp hn) (Real.sqrt_nonneg _)
    rw [h0] at hle hk
    nlinarith
  have hN : 0 < 2 * coeffNorm c * (coeffNorm c + c k) := by positivity
  have ha : (√(2 * coeffNorm c * (coeffNorm c + c k)))⁻¹
      * (√(2 * coeffNorm c * (coeffNorm c + c k)))⁻¹
      * (2 * coeffNorm c * (coeffNorm c + c k)) = 1 := by
    rw [← mul_inv, Real.mul_self_sqrt hN.le, inv_mul_cancel₀ hN.ne']
  have hRR : groupedSum c P * groupedSum c P = ((coeffNorm c : ℂ) * coeffNorm c) • 1 := by
    rw [groupedSum_sq h, sum_sq_eq, Complex.ofReal_mul]
  have hR : (groupedSum c P)ᴴ = groupedSum c P := by
    unfold groupedSum
    rw [Matrix.conjTranspose_sum]
    refine Finset.sum_congr rfl fun j _ => ?_
    rw [Matrix.conjTranspose_smul, (h.herm j).eq, Complex.star_def, Complex.conj_ofReal]
  have hU : (rotation c P k)ᴴ = rotation c P k := by
    unfold rotation
    rw [Matrix.conjTranspose_smul, Matrix.conjTranspose_add, Matrix.conjTranspose_smul, hR,
      (h.herm k).eq]
    simp only [Complex.star_def, Complex.conj_ofReal]
  -- the square of `R + s P_k` is a positive multiple of the identity
  have hW : (groupedSum c P + (coeffNorm c : ℂ) • P k)
      * (groupedSum c P + (coeffNorm c : ℂ) • P k)
      = ((2 * coeffNorm c * (coeffNorm c + c k) : ℝ) : ℂ) • 1 := by
    calc _ = groupedSum c P * groupedSum c P
          + (coeffNorm c : ℂ) • (groupedSum c P * P k + P k * groupedSum c P)
          + ((coeffNorm c : ℂ) * coeffNorm c) • (P k * P k) := by
          simp only [mul_add, add_mul, mul_smul_comm, smul_mul_assoc, smul_add, smul_smul]
          abel
      _ = _ := by
          rw [hRR, anticommutator_member h, h.sq]
          push_cast
          module
  have hUU : rotation c P k * rotation c P k = 1 := by
    unfold rotation
    rw [smul_mul_assoc, mul_smul_comm, hW, smul_smul, smul_smul, ← Complex.ofReal_mul,
      ← Complex.ofReal_mul, ha, Complex.ofReal_one, one_smul]
  -- the rotation intertwines `R` and `s P_k`
  have hUR : rotation c P k * groupedSum c P
      = ((coeffNorm c : ℂ) • P k) * rotation c P k := by
    unfold rotation
    rw [smul_mul_assoc, mul_smul_comm]
    congr 1
    simp only [add_mul, mul_add, smul_mul_assoc, mul_smul_comm, smul_smul, h.sq, hRR]
    exact add_comm _ _
  constructor
  · rw [Matrix.mem_unitaryGroup_iff, Matrix.star_eq_conjTranspose, hU, hUU]
  · rw [hU, hUR, mul_assoc, hUU, mul_one]
```

## The Pauli matrices as an instance

On one qubit, X, Y and Z satisfy all three conditions, which Lean checks entry by entry. Here R = c₁X + c₂Y + c₃Z is the Hamiltonian of a spin-1/2 in a field, with levels ±√(c₁² + c₂² + c₃²).

```lean
/-- The three Pauli matrices form an anticommuting set. -/
theorem anticommutingSet_witness :
    AnticommutingSet (![!![0, 1; 1, 0], !![0, -Complex.I; Complex.I, 0], !![1, 0; 0, -1]] :
      Fin 3 → Matrix (Fin 2) (Fin 2) ℂ) where
  herm j := by
    refine Matrix.IsHermitian.ext fun a b => ?_
    fin_cases j <;> fin_cases a <;> fin_cases b <;> simp
  sq j := by
    fin_cases j <;> ext a b <;> fin_cases a <;> fin_cases b <;>
      simp [Matrix.mul_apply, Fin.sum_univ_succ]
  anti j k hjk := by
    fin_cases j <;> fin_cases k <;> first
      | exact absurd rfl hjk
      | (ext a b
         fin_cases a <;> fin_cases b <;> simp [Matrix.mul_apply, Fin.sum_univ_succ])

end

end UnitaryPartitioning
```

```lean
#print axioms UnitaryPartitioning.anticommutator_member
#print axioms UnitaryPartitioning.eigenvalue_iff
#print axioms UnitaryPartitioning.rotation_maps_to_member
```

```
'UnitaryPartitioning.anticommutator_member' depends on axioms: [propext, Classical.choice, Quot.sound]
'UnitaryPartitioning.eigenvalue_iff' depends on axioms: [propext, Classical.choice, Quot.sound]
'UnitaryPartitioning.rotation_maps_to_member' depends on axioms: [propext, Classical.choice, Quot.sound]
```
